# The zero-field slope of the cavity message of an Ising triangle, and where the slope of the cavity recursion crosses ±1 on a Husimi tree

Take three Ising spins \(s, s_1, s_2 = \pm 1\) at the corners of a triangle, with the same reduced coupling \(K\) on each of the three bonds and no field. The statistical weight of a configuration is \(\exp[K(s s_1 + s s_2 + s_1 s_2)]\). Hold \(s\) at \(+1\). The pair \((s_1, s_2)\) then has four states. The state \((+,+)\) has weight \(e^{3K}\). The states \((+,-)\), \((-,+)\) and \((-,-)\) each contain one parallel and two antiparallel pairs, and have weight \(e^{-K}\). With \(x = e^{4K}\) the relative weights are \(x : 1 : 1 : 1\), the sums \(s_1 + s_2\) are \(2, 0, 0, -2\), and the mean is

\[
\langle s_1 + s_2\rangle_{s=+1} = \frac{2x - 2}{x + 3}.
\]

For large positive \(K\) both spins follow \(s\) and the mean approaches \(2\). For large negative \(K\) the state \((+,+)\) drops out and the other three remain with equal weight, so the mean approaches \(-2/3\) and not \(-2\). The two spins cannot both oppose \(s\) and also oppose each other. If a weak field, the same on both, acts on \(s_1\) and \(s_2\), the triangle passes a field on to \(s\), and the same fraction is the ratio of the passed field to the applied one, to first order.

## The message and the recursion

The coupling is \(K = J/k_B T\), where a bond between spins \(\sigma, \sigma'\) has energy \(-J\sigma\sigma'\), \(T\) is the temperature and \(k_B\) is Boltzmann's constant; \(K > 0\) favours parallel neighbours. Let a field \(h\), also in units of \(k_B T\), act on \(s_1\) and \(s_2\). Summing over these two spins gives the partial sum

\[
Z(s) = \sum_{s_1, s_2 = \pm 1} \exp\bigl[K(s s_1 + s s_2 + s_1 s_2) + h(s_1 + s_2)\bigr].
\]

A positive function of a two-valued spin can be written \(Z(s) = C e^{u s}\) with \(C = \sqrt{Z(+1)Z(-1)}\) and

\[
u(h) = \tfrac12 \ln \frac{Z(+1)}{Z(-1)} .
\]

The summed-out triangle acts on \(s\) as a field \(u(h)\), the cavity message. In a Husimi tree of triangles, the triangles are joined at corners and there are no other closed loops. If every site belongs to \(m + 1\) triangles, then the field on a site, with one of its triangles removed, is the sum of the messages of the other \(m\), plus any external field. When no external field is applied and all sites of one generation carry the same field \(h\), the next generation carries

\[
F_m(h) = m\,u(h).
\]

**Claim.** For every real \(K\), the message \(u\) is differentiable at \(h = 0\) with

\[
u'(0) = g(K) = \frac{2(e^{4K} - 1)}{e^{4K} + 3}, \qquad -\tfrac23 < g(K) < 2,
\]

and \(g(K) > 1\) exactly when \(e^{4K} > 5\). For every natural number \(m\), \(F_m(0) = 0\) and \(F_m'(0) = m\,g(K)\); this slope exceeds \(1\) exactly when \((2m-1)e^{4K} > 2m+3\), and lies below \(-1\) exactly when \((2m+1)e^{4K} < 2m-3\). For \(m = 1\), \(|F_1'(0)| < 1\) exactly when \(e^{4K} < 5\).

In a cluster expansion of a binary alloy, fitted for instance to electronic-structure energies, the spins label the species on each site, and \(K > 0\) and \(K < 0\) describe a tendency to unmix and to order; for an expansion cut down to one nearest-neighbour pair interaction, at zero field and on a tree of triangles in place of the real lattice, the inequalities above locate where a small bias away from equal amounts of the two species, uniform within a generation, grows in size from one generation to the next, keeping its sign when the slope exceeds \(1\) and reversing it at each step when the slope lies below \(-1\).

## Expanding the sums and differentiating at zero field

For \(s = +1\) the exponents of the states \((+,+), (+,-), (-,+), (-,-)\) are \(3K + 2h\), \(-K\), \(-K\), \(-K - 2h\). For \(s = -1\) they are \(-K + 2h\), \(-K\), \(-K\), \(3K - 2h\). Taking out \(e^{-K}\),

\[
Z(+1) = e^{-K} A(h), \quad A(h) = x e^{2h} + 2 + e^{-2h},
\]
\[
Z(-1) = e^{-K} B(h), \quad B(h) = e^{2h} + 2 + x e^{-2h}.
\]

The common factor cancels in the ratio, and both \(A\) and \(B\) are positive, so

\[
u(h) = \tfrac12\bigl[\ln A(h) - \ln B(h)\bigr].
\]

At zero field \(A(0) = B(0) = x + 3\), which gives \(u(0) = 0\). The derivatives are \(A'(0) = 2x - 2\) and \(B'(0) = 2 - 2x\). The chain rule gives

\[
u'(0) = \tfrac12\left[\frac{2x-2}{x+3} - \frac{2-2x}{x+3}\right] = \frac{2(x-1)}{x+3} = g .
\]

The first fraction in the bracket is \(\partial_h \ln Z(+1)\) at \(h = 0\), which is the mean of \(s_1 + s_2\) computed at the start; the second is the same mean for \(s = -1\), equal and opposite.

Each comparison follows by putting a difference over the common denominator:

\[
g + \tfrac23 = \frac{8x}{3(x+3)}, \qquad 2 - g = \frac{8}{x+3}, \qquad g - 1 = \frac{x-5}{x+3}.
\]

Since \(x > 0\), the first two are positive and the third has the sign of \(x - 5\). For the recursion, \(F_m(0) = m\,u(0) = 0\) and \(F_m'(0) = m g\). Multiplying by \(x + 3 > 0\),

\[
m g > 1 \iff 2m(x-1) > x + 3 \iff (2m-1)x > 2m+3,
\]
\[
m g < -1 \iff 2m(x-1) < -(x+3) \iff (2m+1)x < 2m-3 .
\]

For \(m = 1\), \(|g| < 1\) means \(-1 < g < 1\). The left inequality always holds because \(g > -2/3\), and the right one is \(x < 5\).

## Small \(m\), and the triangle with one bond removed

The substitutions and the comparison model under this heading are worked by hand and are not among the Lean theorems.

At \(K = 0\), \(x = 1\) and \(g = 0\): uncoupled spins transmit nothing. At \(m = 0\) the map \(F_0\) vanishes identically, and the two conditions read \(-x > 3\) and \(x < -3\), both false, as they should be for slope zero. At \(m = 1\) they read \(x > 5\), that is \(K > \tfrac14 \ln 5 \approx 0.402\), and \(3x < -1\), which no coupling satisfies. At \(m = 2\) they read \(x > 7/3\) and \(x < 1/5\), so with three triangles per site a strong enough negative coupling does push the slope below \(-1\).

The bound \(-2/3\) depends on the bond between \(s_1\) and \(s_2\) being present. Delete it and keep the other two. The sum factorises, \(Z(s) = [2\cosh(Ks + h)]^2\), so \(u(h) = \ln\cosh(h + K) - \ln\cosh(h - K)\) and \(u'(0) = 2\tanh K\). At \(e^{2K} = 1/3\) one has \(\tanh K = -1/2\) and slope \(-1\), below \(-2/3\), whereas the closed triangle at the same coupling has \(x = 1/9\) and \(g = -4/7\). The upper threshold moves as well: \(2\tanh K > 1\) requires \(e^{4K} > 9\).

## The model in Lean

With the namespace `Real` open, `exp` and `log` are the real exponential and natural logarithm.

```lean
import Mathlib

open Real

namespace HusimiTriangleCavity

noncomputable section
```

The two summed spins are labelled by `Bool`, with `true` standing for \(+1\) and `false` for \(-1\).

```lean
/-- The Ising spin value `+1` or `-1` attached to a Boolean label. -/
def spin (b : Bool) : ℝ := if b then 1 else -1
```

`Z K h s` is \(Z(s)\), with `spin a` for \(s_1\) and `spin b` for \(s_2\). The definition fixes the conventions: the exponent carries \(+K\), so positive \(K\) is ferromagnetic; \(K\) and \(h\) are already divided by \(k_B T\); all three bonds have one coupling; both summed spins feel one field; the held spin feels none. The argument `s` is an arbitrary real number but is only ever set to `1` and `-1`.

```lean
/-- Partial sum over two spins of a triangle with reduced coupling `K` on each bond and
reduced field `h` on those two spins, the third spin being held at the value `s`. -/
def Z (K h s : ℝ) : ℝ :=
  ∑ a : Bool, ∑ b : Bool,
    exp (K * (s * spin a + s * spin b + spin a * spin b) + h * (spin a + spin b))
```

`u K h` is \(u(h)\) at coupling \(K\), and `u K` is the function of the field that gets differentiated.

```lean
/-- Cavity message: half the logarithm of the ratio of the partial sums with the third
spin at `+1` and at `-1`. -/
def u (K h : ℝ) : ℝ := 1 / 2 * log (Z K h 1 / Z K h (-1))
```

`gain K` is only a name for the expression \(g(K)\). That it is the slope of `u K` is a theorem below.

```lean
/-- The gain function `2 (exp(4K) - 1) / (exp(4K) + 3)`. -/
def gain (K : ℝ) : ℝ := 2 * (exp (4 * K) - 1) / (exp (4 * K) + 3)
```

`cavityMap m K h` is \(F_m(h)\). No tree appears as a Lean object. The rule that \(m\) identical messages add up to the next field is postulated by this definition. It stands for the independence of the branches that meet at a site once the remaining triangle is removed, together with zero external field and equal fields within a generation.

```lean
/-- Uniform cavity recursion on a Husimi tree: the field on a site is the sum of the
messages of `m` identical incoming triangles. -/
def cavityMap (m : ℕ) (K h : ℝ) : ℝ := m * u K h
```

## Closed forms for the sums and the message

`Z_closed` states \(Z(+1) = e^{-K}A(h)\) and \(Z(-1) = e^{-K}B(h)\). The proof works from the right-hand side. The identities `e1` and `e2` multiply the factor \(e^{-K}\) back in and write each product as four exponentials, grouped two and two. `Fintype.sum_bool` expands the double sum in the order \((+,+), (+,-), (-,+), (-,-)\) with the same grouping. The nested `congrArg₂` then matches term with term, and `ring` confirms each exponent, for example \(3K + 2h = -K + (4K + 2h)\) for the first. This is the list of exponents above, read entry by entry.

```lean
/-- Closed forms of the two partial sums, with the common factor `exp(-K)` taken out. -/
theorem Z_closed (K h : ℝ) :
    Z K h 1 = exp (-K) * (exp (4 * K) * exp (2 * h) + 2 + exp (-2 * h)) ∧
    Z K h (-1) = exp (-K) * (exp (2 * h) + 2 + exp (4 * K) * exp (-2 * h)) := by
  have e1 : exp (-K) * (exp (4 * K) * exp (2 * h) + 2 + exp (-2 * h))
      = exp (-K + (4 * K + 2 * h)) + exp (-K) + (exp (-K) + exp (-K + -2 * h)) := by
    rw [exp_add, exp_add, exp_add]; ring
  have e2 : exp (-K) * (exp (2 * h) + 2 + exp (4 * K) * exp (-2 * h))
      = exp (-K + 2 * h) + exp (-K) + (exp (-K) + exp (-K + (4 * K + -2 * h))) := by
    rw [exp_add, exp_add, exp_add]; ring
  have st : spin true = 1 := by simp [spin]
  have sf : spin false = -1 := by simp [spin]
  rw [e1, e2]
  -- the four configurations of the two summed spins, term by term
  constructor
  · simp only [Z, Fintype.sum_bool, st, sf]
    refine congrArg₂ (· + ·) (congrArg₂ (· + ·) ?_ ?_) (congrArg₂ (· + ·) ?_ ?_) <;>
      exact congrArg exp (by ring)
  · simp only [Z, Fintype.sum_bool, st, sf]
    refine congrArg₂ (· + ·) (congrArg₂ (· + ·) ?_ ?_) (congrArg₂ (· + ·) ?_ ?_) <;>
      exact congrArg exp (by ring)
```

`u_closed` is \(u = \tfrac12[\ln A - \ln B]\) for all \(K\) and \(h\). `mul_div_mul_left` cancels \(e^{-K}\), and `log_div` splits the logarithm of the ratio, using the positivity of \(A\) and \(B\) recorded in `h1` and `h2`.

```lean
/-- The cavity message as half a difference of two logarithms depending on `K` only
through `exp(4K)`. -/
theorem u_closed (K h : ℝ) :
    u K h = 1 / 2 * (log (exp (4 * K) * exp (2 * h) + 2 + exp (-2 * h))
      - log (exp (2 * h) + 2 + exp (4 * K) * exp (-2 * h))) := by
  have h1 : 0 < exp (4 * K) * exp (2 * h) + 2 + exp (-2 * h) := by positivity
  have h2 : 0 < exp (2 * h) + 2 + exp (4 * K) * exp (-2 * h) := by positivity
  rw [u, (Z_closed K h).1, (Z_closed K h).2, mul_div_mul_left _ _ (exp_pos (-K)).ne',
    log_div h1.ne' h2.ne']
```

## The slope at zero field

`HasDerivAt (u K) (gain K) 0` says that \(u\) is differentiable at \(h = 0\) with derivative \(g(K)\). The helper `hc` gives the derivative \(c\) of \(e^{ch}\) at zero for any real \(c\). Applied with \(c = 2\) and \(c = -2\) it yields `hA` and `hB`, which are \(A'(0) = 2x - 2\) and \(B'(0) = 2 - 2x\). `hD` is the chain rule for the two logarithms, their difference and the factor \(\tfrac12\), with derivative \(\tfrac12[A'(0)/A(0) - B'(0)/B(0)]\). After `u K` is replaced by its closed form, `e1` and `e2` set both denominators to \(x + 3\), and `ring` combines the two fractions.

```lean
/-- The cavity message has derivative `gain K` with respect to the field at `h = 0`. -/
theorem hasDerivAt_u_zero (K : ℝ) : HasDerivAt (u K) (gain K) 0 := by
  have hc : ∀ c : ℝ, HasDerivAt (fun h : ℝ => exp (c * h)) c 0 := fun c => by
    have h0 : HasDerivAt (fun h : ℝ => c * h) c 0 := by
      simpa using (hasDerivAt_id' (0 : ℝ)).const_mul c
    simpa using h0.exp
  -- derivatives of the two reduced partial sums
  have hA : HasDerivAt (fun h : ℝ => exp (4 * K) * exp (2 * h) + 2 + exp (-2 * h))
      (exp (4 * K) * 2 + -2) 0 :=
    (((hc 2).const_mul (exp (4 * K))).add_const 2).fun_add (hc (-2))
  have hB : HasDerivAt (fun h : ℝ => exp (2 * h) + 2 + exp (4 * K) * exp (-2 * h))
      (2 + exp (4 * K) * -2) 0 :=
    ((hc 2).add_const 2).fun_add ((hc (-2)).const_mul (exp (4 * K)))
  have h1 : 0 < exp (4 * K) * exp (2 * (0 : ℝ)) + 2 + exp (-2 * (0 : ℝ)) := by positivity
  have h2 : 0 < exp (2 * (0 : ℝ)) + 2 + exp (4 * K) * exp (-2 * (0 : ℝ)) := by positivity
  have hD := ((hA.log h1.ne').fun_sub (hB.log h2.ne')).const_mul (1 / 2 : ℝ)
  have hfun : u K = fun h => 1 / 2 * (log (exp (4 * K) * exp (2 * h) + 2 + exp (-2 * h))
      - log (exp (2 * h) + 2 + exp (4 * K) * exp (-2 * h))) := funext (u_closed K)
  rw [hfun]
  refine hD.congr_deriv ?_
  -- both reduced sums equal exp(4K) + 3 at zero field
  have e1 : exp (4 * K) * exp (2 * (0 : ℝ)) + 2 + exp (-2 * (0 : ℝ)) = exp (4 * K) + 3 := by
    rw [mul_zero, mul_zero, exp_zero]; ring
  have e2 : exp (2 * (0 : ℝ)) + 2 + exp (4 * K) * exp (-2 * (0 : ℝ)) = exp (4 * K) + 3 := by
    rw [mul_zero, mul_zero, exp_zero]; ring
  rw [e1, e2, gain]
  ring
```

`gain_bounds` gives both strict bounds for every real \(K\). The lemmas `lt_div_iff₀` and `div_lt_iff₀` multiply through by \(x + 3 > 0\). What remains is linear in \(x\): the lower bound reduces to \(x > 0\), the upper one to \(2x - 2 < 2x + 6\). That the bounds are approached as \(K \to \mp\infty\) is visible from the formulas for \(g + \tfrac23\) and \(2 - g\), but the theorem states only the inequalities.

```lean
/-- For every coupling the gain lies strictly between `-2/3` and `2`. -/
theorem gain_bounds (K : ℝ) : -2 / 3 < gain K ∧ gain K < 2 := by
  have hx : 0 < exp (4 * K) := exp_pos _
  have hd : 0 < exp (4 * K) + 3 := by linarith
  constructor
  · rw [gain, lt_div_iff₀ hd]; linarith
  · rw [gain, div_lt_iff₀ hd]; linarith
```

`cavity_slope` collects the result for one triangle. For every real \(K\), with no further hypothesis: \(u\) is differentiable at zero field; its derivative there is \(2(e^{4K}-1)/(e^{4K}+3)\); the derivative exceeds \(-2/3\); and it exceeds \(1\) if and only if \(e^{4K} > 5\). Differentiability is listed separately because Mathlib's `deriv` returns zero for a function that has no derivative, and the first clause rules out that reading. The proof takes the first two clauses from `hasDerivAt_u_zero` and the third from `gain_bounds`. The fourth clears the denominator, after which \(x + 3 < 2(x-1)\) and \(5 < x\) are the same linear inequality. The upper bound \(2\) is in `gain_bounds` and is not repeated here.

```lean
/-- Main result: the cavity message is differentiable at zero field with
`u'(0) = 2 (exp(4K) - 1) / (exp(4K) + 3)`, this slope always exceeds `-2/3`, and it
exceeds `1` exactly when `exp(4K) > 5`. -/
theorem cavity_slope (K : ℝ) :
    DifferentiableAt ℝ (u K) 0 ∧
    deriv (u K) 0 = 2 * (exp (4 * K) - 1) / (exp (4 * K) + 3) ∧
    -2 / 3 < deriv (u K) 0 ∧
    (1 < deriv (u K) 0 ↔ 5 < exp (4 * K)) := by
  have hd : 0 < exp (4 * K) + 3 := by positivity
  have h := hasDerivAt_u_zero K
  refine ⟨h.differentiableAt, h.deriv, ?_, ?_⟩
  · rw [h.deriv]; exact (gain_bounds K).1
  · rw [h.deriv, gain, lt_div_iff₀ hd]
    constructor <;> intro h' <;> linarith
```

## Fixed point and thresholds of the recursion

`cavityMap_fixed_point` holds for every natural number \(m\), zero included. For the first part, the closed form is evaluated at \(h = 0\), the identity `e` shows \(A(0) = B(0)\), and the difference of logarithms vanishes. The second part multiplies the derivative of `u K` by the constant \(m\).

```lean
/-- Zero field is a fixed point of the cavity recursion with `m` incoming triangles, and
the slope of the recursion there is `m` times the gain. -/
theorem cavityMap_fixed_point (m : ℕ) (K : ℝ) :
    cavityMap m K 0 = 0 ∧ HasDerivAt (cavityMap m K) (m * gain K) 0 := by
  constructor
  · have e : exp (4 * K) * 1 + 2 + 1 = 1 + 2 + exp (4 * K) * 1 := by ring
    rw [cavityMap, u_closed, mul_zero, mul_zero, exp_zero, e, sub_self, mul_zero, mul_zero]
  · exact (hasDerivAt_u_zero K).const_mul (m : ℝ)
```

`cavityMap_thresholds` states the two equivalences for the slope \(F_m'(0)\). The factor `2 * m - 1` and the right-hand side `2 * m - 3` are computed in the real numbers, so they are negative where they should be: the first at \(m = 0\), the second at \(m = 0\) and \(m = 1\). The conditions are left in product form and not divided by \(2m - 1\), which keeps them valid at \(m = 0\). The rewrite replaces the derivative by \(2m(x-1)/(x+3)\) and clears the denominator on both sides; `nlinarith` performs the remaining rearrangement, which involves the product \(m x\), in each of the four directions.

```lean
/-- With `m` incoming triangles the slope of the recursion at zero field exceeds `1` exactly
when `(2m - 1) exp(4K) > 2m + 3`, and is below `-1` exactly when
`(2m + 1) exp(4K) < 2m - 3`. -/
theorem cavityMap_thresholds (m : ℕ) (K : ℝ) :
    (1 < deriv (cavityMap m K) 0 ↔ 2 * (m : ℝ) + 3 < (2 * m - 1) * exp (4 * K)) ∧
    (deriv (cavityMap m K) 0 < -1 ↔ (2 * (m : ℝ) + 1) * exp (4 * K) < 2 * m - 3) := by
  have hd : 0 < exp (4 * K) + 3 := by positivity
  -- clear the positive denominator exp(4K) + 3
  rw [(cavityMap_fixed_point m K).2.deriv, gain, ← mul_div_assoc, lt_div_iff₀ hd,
    div_lt_iff₀ hd]
  constructor
  · constructor <;> intro h' <;> nlinarith
  · constructor <;> intro h' <;> nlinarith
```

The last theorem treats two triangles per site, \(m = 1\). `abs_lt` splits \(|g| < 1\) into \(-1 < g\) and \(g < 1\). The first follows from `hb`, the bound \(g > -2/3\), and the second is `hu`, the equivalence with \(x < 5\). At \(x = 5\) the condition fails, since the slope is then exactly \(1\).

The word stability in the name `one_triangle_stability` refers to the linear criterion \(|F_1'(0)| < 1\), and the theorem decides when that inequality holds. The behaviour of iterates of \(F_m\), the existence of fixed points with \(h \ne 0\), free energies and the thermodynamic limit are not treated. Perturbations that differ from site to site within a generation, unequal couplings, an external field and lattices with loops longer than a triangle are outside the model. In particular, the statement that the slope stays within \((-1, 1)\) for \(e^{4K} < 5\), and so for all negative \(K\), concerns uniform perturbations of the zero-field fixed point on this tree only.

```lean
/-- With one incoming triangle per site, the slope of the recursion at zero field has
modulus below `1` exactly when `exp(4K) < 5`. -/
theorem one_triangle_stability (K : ℝ) :
    |deriv (cavityMap 1 K) 0| < 1 ↔ exp (4 * K) < 5 := by
  have hd : 0 < exp (4 * K) + 3 := by positivity
  have hb := (gain_bounds K).1
  have hu : gain K < 1 ↔ exp (4 * K) < 5 := by
    rw [gain, div_lt_iff₀ hd]
    constructor <;> intro h' <;> linarith
  rw [(cavityMap_fixed_point 1 K).2.deriv, Nat.cast_one, one_mul, abs_lt]
  exact ⟨fun h => hu.1 h.2, fun h => ⟨by linarith, hu.2 h⟩⟩

end

end HusimiTriangleCavity
```

```lean
#print axioms HusimiTriangleCavity.cavity_slope
#print axioms HusimiTriangleCavity.cavityMap_thresholds
#print axioms HusimiTriangleCavity.one_triangle_stability
```

```
'HusimiTriangleCavity.cavity_slope' depends on axioms: [propext, Classical.choice, Quot.sound]
'HusimiTriangleCavity.cavityMap_thresholds' depends on axioms: [propext, Classical.choice, Quot.sound]
'HusimiTriangleCavity.one_triangle_stability' depends on axioms: [propext, Classical.choice, Quot.sound]
```
